# The exponential of a single-mode boson cumulant is a Poisson-weighted series of oscillations

The theorem `cumulant_lines` takes the cumulant of a core-hole amplitude with one boson frequency w and coupling g, C(t) = −i(g²/w)t + (g²/w²)(exp(iwt) − 1), and expands its exponential in oscillations. For each real t, exp(C(t)) is the sum over n = 0, 1, 2, … of exp(−i(g²/w − nw)t) with Poisson weight exp(−a)aⁿ/n!, where a = g²/w². The cumulant is given by definition, not derived from a Hamiltonian, and g and w are any real numbers, with Lean's convention that division by zero gives zero. The attempt takes the power series of the exponential at a·exp(iwt), multiplies it by the remaining constant factors, and tries to match the result to the claim with `convert`.

Lean 4 with Mathlib refuses this proof:

```lean
import Mathlib

open Complex

namespace CoreBosonSatellite

noncomputable section

/-- The cumulant of the core-hole amplitude at time `t`. -/
def cumulant (g w t : ℝ) : ℂ :=
  -(I * ((g : ℂ) ^ 2 / w)) * t + (g : ℂ) ^ 2 / (w : ℂ) ^ 2 * (exp (I * w * t) - 1)

/-- Energy of the cumulant line with `n` bosons excited. -/
def lineEnergy (g w : ℝ) (n : ℕ) : ℝ := g ^ 2 / w - n * w

/-- Poisson weight of the cumulant line with `n` bosons excited. -/
def lineWeight (g w : ℝ) (n : ℕ) : ℝ :=
  Real.exp (-(g ^ 2 / w ^ 2)) * (g ^ 2 / w ^ 2) ^ n / n.factorial

/-- The exponential of the cumulant is a series of oscillations at the energies
`g²/w - n w` with Poisson weights. -/
theorem cumulant_lines (g w t : ℝ) :
    HasSum (fun n : ℕ => (lineWeight g w n : ℂ) * exp (-(I * lineEnergy g w n * t)))
      (exp (cumulant g w t)) := by
  have h := NormedSpace.expSeries_div_hasSum_exp
    ((g : ℂ) ^ 2 / (w : ℂ) ^ 2 * exp (I * w * t))
  rw [← Complex.exp_eq_exp_ℂ] at h
  have h' := h.mul_left
    (exp (-(I * ((g : ℂ) ^ 2 / w)) * t) * exp (-((g : ℂ) ^ 2 / (w : ℂ) ^ 2)))
  convert h' using 1
  · funext n
    -- each boson contributes one factor `exp(iwt)`
    have hn : exp (-(I * lineEnergy g w n * t))
        = exp (-(I * ((g : ℂ) ^ 2 / w)) * t) * exp (I * w * t) ^ n := by
      rw [← Complex.exp_nat_mul, ← Complex.exp_add]
      congr 1
      simp only [lineEnergy]
      push_cast
      ring
    rw [hn, mul_pow]
    simp only [lineWeight]
    push_cast
    ring
  · rw [← Complex.exp_add, ← Complex.exp_add]
    congr 1
    simp only [cumulant]
    ring

end

end CoreBosonSatellite
```

Compiling this gives:

```
Main.lean:31:4: error: Tactic `apply` failed: could not unify the conclusion of `@funext`
  ?f = ?g
with the goal
  instAddCommMonoid = instNonUnitalCommRing.toNonUnitalNonAssocCommRing.toNonUnitalNonAssocSemiring.toAddCommMonoid

Note: The full type of `@funext` is
  ∀ {α : Sort ?u.101} {β : α → Sort ?u.100} {f g : (x : α) → β x}, (∀ (x : α), f x = g x) → f = g

case e'_3
g w t : ℝ
h :
  HasSum (fun n => (↑g ^ 2 / ↑w ^ 2 * cexp (I * ↑w * ↑t)) ^ n / ↑n.factorial)
    (cexp (↑g ^ 2 / ↑w ^ 2 * cexp (I * ↑w * ↑t)))
h' :
  HasSum
    (fun i =>
      cexp (-(I * (↑g ^ 2 / ↑w)) * ↑t) * cexp (-(↑g ^ 2 / ↑w ^ 2)) *
        ((↑g ^ 2 / ↑w ^ 2 * cexp (I * ↑w * ↑t)) ^ i / ↑i.factorial))
    (cexp (-(I * (↑g ^ 2 / ↑w)) * ↑t) * cexp (-(↑g ^ 2 / ↑w ^ 2)) * cexp (↑g ^ 2 / ↑w ^ 2 * cexp (I * ↑w * ↑t)))
⊢ instAddCommMonoid = instNonUnitalCommRing.toNonUnitalNonAssocCommRing.toNonUnitalNonAssocSemiring.toAddCommMonoid
Main.lean:44:27: error: Tactic `rewrite` failed: Did not find an occurrence of the pattern
  cexp ?x * cexp ?y
in the target expression
  (fun n => ↑(lineWeight g w n) * cexp (-(I * ↑(lineEnergy g w n) * ↑t))) = fun i =>
    cexp (-(I * (↑g ^ 2 / ↑w)) * ↑t + -(↑g ^ 2 / ↑w ^ 2)) * ((↑g ^ 2 / ↑w ^ 2 * cexp (I * ↑w * ↑t)) ^ i / ↑i.factorial)

case e'_5
g w t : ℝ
h :
  HasSum (fun n => (↑g ^ 2 / ↑w ^ 2 * cexp (I * ↑w * ↑t)) ^ n / ↑n.factorial)
    (cexp (↑g ^ 2 / ↑w ^ 2 * cexp (I * ↑w * ↑t)))
h' :
  HasSum
    (fun i =>
      cexp (-(I * (↑g ^ 2 / ↑w)) * ↑t) * cexp (-(↑g ^ 2 / ↑w ^ 2)) *
        ((↑g ^ 2 / ↑w ^ 2 * cexp (I * ↑w * ↑t)) ^ i / ↑i.factorial))
    (cexp (-(I * (↑g ^ 2 / ↑w)) * ↑t) * cexp (-(↑g ^ 2 / ↑w ^ 2)) * cexp (↑g ^ 2 / ↑w ^ 2 * cexp (I * ↑w * ↑t)))
⊢ (fun n => ↑(lineWeight g w n) * cexp (-(I * ↑(lineEnergy g w n) * ↑t))) = fun i =>
    cexp (-(I * (↑g ^ 2 / ↑w)) * ↑t + -(↑g ^ 2 / ↑w ^ 2)) * ((↑g ^ 2 / ↑w ^ 2 * cexp (I * ↑w * ↑t)) ^ i / ↑i.factorial)
Main.lean:24:32: error: unsolved goals
case e'_6
g w t : ℝ
h :
  HasSum (fun n => (↑g ^ 2 / ↑w ^ 2 * cexp (I * ↑w * ↑t)) ^ n / ↑n.factorial)
    (cexp (↑g ^ 2 / ↑w ^ 2 * cexp (I * ↑w * ↑t)))
h' :
  HasSum
    (fun i =>
      cexp (-(I * (↑g ^ 2 / ↑w)) * ↑t) * cexp (-(↑g ^ 2 / ↑w ^ 2)) *
        ((↑g ^ 2 / ↑w ^ 2 * cexp (I * ↑w * ↑t)) ^ i / ↑i.factorial))
    (cexp (-(I * (↑g ^ 2 / ↑w)) * ↑t) * cexp (-(↑g ^ 2 / ↑w ^ 2)) * cexp (↑g ^ 2 / ↑w ^ 2 * cexp (I * ↑w * ↑t)))
⊢ cexp (cumulant g w t) =
    cexp (-(I * (↑g ^ 2 / ↑w)) * ↑t) * cexp (-(↑g ^ 2 / ↑w ^ 2)) * cexp (↑g ^ 2 / ↑w ^ 2 * cexp (I * ↑w * ↑t))
```

Diagnosis. The proof has two bullets after `convert h' using 1`, one for the terms and one for the sum, but `convert` leaves three goals. The first asks that two `AddCommMonoid` instances be equal. `funext` proves equalities of functions, so it cannot apply there.

Every later goal is thus one bullet late. The second bullet, meant for the sum, meets the equality of the term functions. Its first `← Complex.exp_add` merges the two constant exponentials, and the second finds no further product of two exponentials. The third goal, the equality of the sums, has no bullet and is reported as unsolved.

The repair drops `convert` and states the two intended equalities outright, as `hterm` for each `n` and `hval` for the sum, keeping the old algebra as their proofs. `rw [hval]` and `simp only [hterm]` then bring the goal to the form of `h'`. `exact h'` closes it, since the two instances agree by definition and need no separate proof.

Fix (accepted with no message):

```diff
@@ -28,6 +28,8 @@
   have h' := h.mul_left
     (exp (-(I * ((g : ℂ) ^ 2 / w)) * t) * exp (-((g : ℂ) ^ 2 / (w : ℂ) ^ 2)))
-  convert h' using 1
-  · funext n
+  have hterm : ∀ n : ℕ, (lineWeight g w n : ℂ) * exp (-(I * lineEnergy g w n * t))
+      = exp (-(I * ((g : ℂ) ^ 2 / w)) * t) * exp (-((g : ℂ) ^ 2 / (w : ℂ) ^ 2))
+        * (((g : ℂ) ^ 2 / (w : ℂ) ^ 2 * exp (I * w * t)) ^ n / (n.factorial : ℂ)) := by
+    intro n
     -- each boson contributes one factor `exp(iwt)`
     have hn : exp (-(I * lineEnergy g w n * t))
@@ -42,8 +44,14 @@
     push_cast
     ring
-  · rw [← Complex.exp_add, ← Complex.exp_add]
+  have hval : exp (cumulant g w t)
+      = exp (-(I * ((g : ℂ) ^ 2 / w)) * t) * exp (-((g : ℂ) ^ 2 / (w : ℂ) ^ 2))
+        * exp ((g : ℂ) ^ 2 / (w : ℂ) ^ 2 * exp (I * w * t)) := by
+    rw [← Complex.exp_add, ← Complex.exp_add]
     congr 1
     simp only [cumulant]
     ring
+  rw [hval]
+  simp only [hterm]
+  exact h'
 
 end
```
